# Near-degeneracy of one electron shared among three identical, non-interacting fragments forces a bounded fragment energy to be linear in occupation to within three times the energy error

Three identical, non-interacting fragments share one electron, possibly in fractional parts, and the total energy is the sum of the fragment energies `E`. The theorem assumes that `E` is bounded on [0,1] and that every such sharing has the energy of one occupied and two empty fragments to within `ε`. It concludes that, for every occupation in [0,1], `E` differs from the straight line through its values at 0 and 1 by at most `3 * ε`. The proof takes the least upper bound M of the absolute deviation and uses `improved_bound` to show M ≤ (3ε + M)/2, which gives M ≤ 3ε.

An attempt in Lean 4 with a fault in it:

```lean
import Mathlib

open Set

namespace NearDegeneracyNearLinearity

noncomputable section

/-- The deviation of the fragment energy `E` at occupation `x` from the straight line
through its values at occupations 0 and 1. -/
def chordDeviation (E : ℝ → ℝ) (x : ℝ) : ℝ := E x - ((1 - x) * E 0 + x * E 1)

/-- Every way of sharing one electron among three identical, non-interacting fragments has
the energy of one occupied and two empty fragments, up to an error `ε`. -/
def SplitsWithin (E : ℝ → ℝ) (ε : ℝ) : Prop :=
  ∀ x y z : ℝ, 0 ≤ x → 0 ≤ y → 0 ≤ z → x + y + z = 1 →
    |E x + E y + E z - (E 1 + 2 * E 0)| ≤ ε

/-- When one electron is shared among three identical, non-interacting fragments, the energy error
relative to the integer configuration is the sum of the three deviations from the straight line. -/
theorem split_error_eq (E : ℝ → ℝ) {x y z : ℝ} (h : x + y + z = 1) :
    E x + E y + E z - (E 1 + 2 * E 0)
      = chordDeviation E x + chordDeviation E y + chordDeviation E z := by
  unfold chordDeviation
  linear_combination (E 1 - E 0) * h

/-- If three-way splits are degenerate within `ε`, any bound `B` on the deviation from
linearity over [0,1] can be replaced by `(3 ε + B) / 2`. -/
theorem improved_bound {E : ℝ → ℝ} {ε B : ℝ} (h : SplitsWithin E ε)
    (hB : ∀ x ∈ Icc (0 : ℝ) 1, |chordDeviation E x| ≤ B) :
    ∀ x ∈ Icc (0 : ℝ) 1, |chordDeviation E x| ≤ (3 * ε + B) / 2 := by
  have hε : 0 ≤ ε :=
    (abs_nonneg _).trans (h 1 0 0 zero_le_one le_rfl le_rfl (by norm_num))
  -- two equally occupied fragments: the bound `B` improves to `(ε + B) / 2`
  have low : ∀ x : ℝ, 0 ≤ x → x ≤ 1 / 2 → |chordDeviation E x| ≤ (ε + B) / 2 := by
    intro x h0 h1
    have hs : x + x + (1 - 2 * x) = 1 := by ring
    have h2 := h x x (1 - 2 * x) h0 h0 (by linarith) hs
    rw [split_error_eq E hs] at h2
    have h3 := hB (1 - 2 * x) ⟨by linarith, by linarith⟩
    rw [abs_le] at h2 h3 ⊢
    constructor <;> linarith [h2.1, h2.2, h3.1, h3.2]
  intro x hx
  rcases le_total x (1 / 2) with hlow | hhigh
  · linarith [low x hx.1 hlow]
  · -- one empty fragment: occupations x and 1 - x are tied together
    have hs : x + (1 - x) + 0 = 1 := by ring
    have h2 := h x (1 - x) 0 hx.1 (by linarith [hx.2]) le_rfl hs
    rw [split_error_eq E hs] at h2
    have h3 := low (1 - x) (by linarith [hx.2]) (by linarith)
    have hz : chordDeviation E 0 = 0 := by
      unfold chordDeviation
      ring
    rw [hz] at h2
    rw [abs_le] at h2 h3 ⊢
    constructor <;> linarith [h2.1, h2.2, h3.1, h3.2]

/-- For an energy bounded on [0,1], degeneracy of all three-way splits within `ε` forces
the energy to be linear in the occupation within `3 ε`. -/
theorem near_degeneracy_near_linearity {E : ℝ → ℝ} {ε C : ℝ}
    (hC : ∀ x ∈ Icc (0 : ℝ) 1, |E x| ≤ C) (h : SplitsWithin E ε) :
    ∀ x ∈ Icc (0 : ℝ) 1, |chordDeviation E x| ≤ 3 * ε := by
  have hdev : ∀ x ∈ Icc (0 : ℝ) 1, |chordDeviation E x| ≤ 2 * C := by
    intro x hx
    have h0 := abs_le.mp (hC 0 ⟨le_rfl, zero_le_one⟩)
    have h1 := abs_le.mp (hC 1 ⟨zero_le_one, le_rfl⟩)
    have h2 := abs_le.mp (hC x hx)
    have hx' : 0 ≤ 1 - x := by linarith [hx.2]
    have a1 := mul_le_mul_of_nonneg_left h0.1 hx'
    have a2 := mul_le_mul_of_nonneg_left h0.2 hx'
    have a3 := mul_le_mul_of_nonneg_left h1.1 hx.1
    have a4 := mul_le_mul_of_nonneg_left h1.2 hx.1
    unfold chordDeviation
    rw [abs_le]
    constructor <;> nlinarith [h2.1, h2.2]
  -- the least bound M satisfies M ≤ (3 ε + M) / 2
  let S : Set ℝ := (fun x => |chordDeviation E x|) '' Icc (0 : ℝ) 1
  have hS : BddAbove S := by
    refine ⟨2 * C, ?_⟩
    rintro _ ⟨y, hy, rfl⟩
    exact hdev y hy
  have hM : ∀ x ∈ Icc (0 : ℝ) 1, |chordDeviation E x| ≤ sSup S :=
    fun x hx => le_csSup hS ⟨x, hx, rfl⟩
  have hle : sSup S ≤ (3 * ε + sSup S) / 2 := by
    apply csSup_le ⟨_, ⟨0, ⟨le_rfl, zero_le_one⟩, rfl⟩⟩
    rintro _ ⟨y, hy, rfl⟩
    exact improved_bound h hM y hy
  intro x hx
  linarith [hM x hx]

end

end NearDegeneracyNearLinearity
```

The error:

```
Main.lean:85:23: error: Invalid `⟨...⟩` notation: The expected type of this term could not be determined
Main.lean:84:46: error: unsolved goals
E : ℝ → ℝ
ε C : ℝ
hC : ∀ x ∈ Icc 0 1, |E x| ≤ C
h : SplitsWithin E ε
hdev : ∀ x ∈ Icc 0 1, |chordDeviation E x| ≤ 2 * C
S : Set ℝ := ⋯
hS : BddAbove S
hM : ∀ x ∈ Icc 0 1, |chordDeviation E x| ≤ sSup S
⊢ ℝ
```

The repair, with which the file compiles:

```diff
@@ -83,5 +83,7 @@
     fun x hx => le_csSup hS ⟨x, hx, rfl⟩
   have hle : sSup S ≤ (3 * ε + sSup S) / 2 := by
-    apply csSup_le ⟨_, ⟨0, ⟨le_rfl, zero_le_one⟩, rfl⟩⟩
+    have hne : S.Nonempty :=
+      ⟨|chordDeviation E 0|, 0, ⟨le_rfl, zero_le_one⟩, rfl⟩
+    refine csSup_le hne ?_
     rintro _ ⟨y, hy, rfl⟩
     exact improved_bound h hM y hy
```

`csSup_le` needs a proof that the set is nonempty. In the failing line that proof is written in anonymous-constructor brackets, which Lean can read only when it knows the type they are to build. `apply` elaborates the term before matching its conclusion with the goal, so the set is still unknown. The outer brackets can be read, since nonemptiness of any set is an existence statement, but the inner ones must prove membership in an unknown set, and Lean reports that their expected type could not be determined.

The second message is a consequence. The witness `_` was to be fixed by the inner proof, which was never elaborated, so a goal asking for a real number is left over.

The repair states `S.Nonempty` first, in `hne`. With `S` known, membership unfolds to being the image of a point in [0,1], and the brackets can be read: the point is 0. The witness is also written out, as `|chordDeviation E 0|`, so nothing is left to infer. Passing `hne` to `csSup_le` then leaves only the upper-bound goal. The change from `apply` to `refine` is mere tidying.
